# The Shiba energy of an impurity with nonzero magnetic strength lies strictly inside the gap

For a gap parameter Δ > 0, a real magnetic strength a ≠ 0 and any real scalar strength b, the lemma states that the Shiba energy E satisfies |E| < Δ. Here E is defined by the closed formula Δ(1 − a² + b²)/√((1 − a² + b²)² + 4a²); it is not derived from a Hamiltonian in this file. The attempt first shows that the root is positive and that |1 − a² + b²| is strictly smaller than it. It then takes the absolute value of the quotient apart, clears the denominator and multiplies the strict inequality by Δ.

The first attempt, which Lean rejects:

```lean
import Mathlib

open Matrix

namespace ShibaState

noncomputable section

/-- The Shiba energy of an impurity with magnetic strength `a > 0` and scalar strength `b`. -/
def shibaEnergy (Δ a b : ℝ) : ℝ :=
  Δ * (1 - a ^ 2 + b ^ 2) / √((1 - a ^ 2 + b ^ 2) ^ 2 + 4 * a ^ 2)

/-- The quantity under the root in the Shiba energy is positive for all impurity strengths. -/
lemma radicand_pos (a b : ℝ) : 0 < (1 - a ^ 2 + b ^ 2) ^ 2 + 4 * a ^ 2 := by
  have e : (1 - a ^ 2 + b ^ 2) ^ 2 + 4 * a ^ 2
      = (a ^ 2 - b ^ 2) ^ 2 + 2 * a ^ 2 + 2 * b ^ 2 + 1 := by ring
  rw [e]
  positivity

/-- For nonzero magnetic strength the Shiba energy lies strictly inside the gap. -/
theorem shibaEnergy_in_gap {Δ a : ℝ} (hΔ : 0 < Δ) (ha : a ≠ 0) (b : ℝ) :
    |shibaEnergy Δ a b| < Δ := by
  have hR := Real.sqrt_pos.2 (radicand_pos a b)
  have ha2 : 0 < a ^ 2 := by positivity
  have hc : |1 - a ^ 2 + b ^ 2| < √((1 - a ^ 2 + b ^ 2) ^ 2 + 4 * a ^ 2) :=
    Real.abs_lt_sqrt (by linarith)
  rw [shibaEnergy, abs_div, abs_mul, abs_of_pos hΔ, abs_of_pos hR, div_lt_iff₀ hR]
  exact mul_lt_mul_of_pos_left hc hΔ

end

end ShibaState
```

The compiler's answer:

```
Main.lean:26:4: error(lean.unknownIdentifier): Unknown constant `Real.abs_lt_sqrt`
```

The repair, with which the file compiles:

```diff
@@ -24,5 +24,5 @@
   have ha2 : 0 < a ^ 2 := by positivity
   have hc : |1 - a ^ 2 + b ^ 2| < √((1 - a ^ 2 + b ^ 2) ^ 2 + 4 * a ^ 2) :=
-    Real.abs_lt_sqrt (by linarith)
+    (Real.lt_sqrt (abs_nonneg _)).2 (by rw [sq_abs]; linarith)
   rw [shibaEnergy, abs_div, abs_mul, abs_of_pos hΔ, abs_of_pos hR, div_lt_iff₀ hR]
   exact mul_lt_mul_of_pos_left hc hΔ
```

Cause. The message says that Lean knows no constant called `Real.abs_lt_sqrt`. The proof of `hc` calls on it to bound an absolute value strictly by a square root, so that step fails for want of the lemma, not because the inequality is false.

The repair uses `Real.lt_sqrt` instead. Given that the left-hand side is nonnegative, which `abs_nonneg _` supplies, this lemma makes being less than the root equivalent to having a square less than the radicand. The `.2` takes the direction from squares to the root. What remains to be shown has |1 − a² + b²|² on the left, and `rw [sq_abs]` removes the absolute value under the square. The two sides then differ only by 4a², which is positive by `ha2`, so `linarith` closes the goal.
